# Hylleraas principle and Kirkwood's lower bound for the static polarisability in a finite real space of excited states

Q: Before any code, show me the mechanism on the smallest system you have.

A: Take a ground state and one excited state, with excitation energy $\omega>0$ and real transition dipole $d$. The static polarisability of the ground state is $\alpha=2d^2/\omega$. For a trial amplitude $x$ put $J(x)=4dx-2\omega x^2$. Completing the square gives $J(x)=\alpha-2\omega\,(x-d/\omega)^2$, so $J$ has the maximum $\alpha$, at $x=d/\omega$ only.

With two coupled excited states the trial amplitude acquires a direction. Let $H=\begin{pmatrix}2&1\\1&2\end{pmatrix}$, $d=(1,0)$ and $x=(x_0,x_1)$, so that $J=4\,d\cdot x-2\,x^THx=4x_0-4x_0^2-4x_0x_1-4x_1^2$. The maximum lies at $H^{-1}d=(2/3,-1/3)$ and equals $4/3$. Along $x=t\,d$ one has $J=4t-4t^2$, whose maximum is $1$ at $t=1/2$. That restricted maximum is Kirkwood's estimate, and it falls short by $1/3$.

Q: Where does $J$ come from? It looks designed to give the answer.

A: It is the second-order energy of a trial state. Let $\hat H_0$ have the normalised real ground state $|0\rangle$ with energy $E_0$, and add $-F\hat\mu$ for a field $F$ along one axis, with $\hat\mu$ the dipole component along it. Choose real orthonormal functions $\phi_i$ orthogonal to $|0\rangle$ and define
$$H_{ij}=\langle\phi_i|\hat H_0-E_0|\phi_j\rangle,\qquad d_i=\langle\phi_i|\hat\mu|0\rangle .$$
For $\psi=|0\rangle+F\sum_i x_i\phi_i$ the expectation value of $\hat H_0-E_0$ is $F^2x^THx$, and that of $-F\hat\mu$ is $-F\langle0|\hat\mu|0\rangle-2F^2\,d\cdot x+O(F^3)$. The norm $1+F^2x\cdot x$ first matters at order $F^3$. The $F^2$ coefficient of the energy is therefore $x^THx-2\,d\cdot x=-\tfrac12J(x)$. In the convention where the second-order energy is $-\tfrac12\alpha F^2$, minimising the energy means maximising $J$. The file does not contain this expansion. It starts from $H$ and $d$, indexed by an arbitrary finite type `n`.

```lean
import Mathlib

open Matrix

namespace HylleraasKirkwood

noncomputable section

variable {n : Type*} [Fintype n] [DecidableEq n]
```

The polarisability is defined as $\alpha=2\,d^TH^{-1}d$, where `⬝ᵥ` is the dot product and `*ᵥ` applies a matrix to a vector.

```lean
/-- Static polarisability `α = 2 dᵀ H⁻¹ d` for excitation matrix `H` and transition vector `d`. -/
def polarisability (H : Matrix n n ℝ) (d : n → ℝ) : ℝ := 2 * (d ⬝ᵥ H⁻¹ *ᵥ d)
```

Q: That is a matrix inverse. I know $\alpha$ as a sum over states.

A: In an orthonormal eigenbasis of $H$, with eigenvalues $\omega_k$ and components $d_k$, the expression becomes $2\sum_k d_k^2/\omega_k$. In the example the eigenvalues are $1$ and $3$, with normalised eigenvectors $(1,-1)/\sqrt2$ and $(1,1)/\sqrt2$. Both have $d_k^2=1/2$, and $2(\tfrac12+\tfrac16)=\tfrac43$. The proofs never diagonalise $H$. They use the response vector $r=H^{-1}d$, the first-order change of the state per unit field,

```lean
/-- The first-order response vector `H⁻¹ d`. -/
def response (H : Matrix n n ℝ) (d : n → ℝ) : n → ℝ := H⁻¹ *ᵥ d
```

the functional $J$,

```lean
/-- The Hylleraas functional `4 ⟨d, x⟩ - 2 xᵀ H x` of a trial response vector `x`. -/
def hylleraas (H : Matrix n n ℝ) (d x : n → ℝ) : ℝ := 4 * (d ⬝ᵥ x) - 2 * (x ⬝ᵥ H *ᵥ x)
```

and the estimate $K=2(d\cdot d)^2/(d^THd)$, with $\|d\|^4$ written as `(d ⬝ᵥ d) ^ 2`.

```lean
/-- Kirkwood's estimate `2 ‖d‖⁴ / (dᵀ H d)`, with `‖d‖² = d · d`. -/
def kirkwood (H : Matrix n n ℝ) (d : n → ℝ) : ℝ := 2 * (d ⬝ᵥ d) ^ 2 / (d ⬝ᵥ H *ᵥ d)
```

It may be read as $K=2\,d\cdot d/\bar\omega$, where all the strength is placed at the mean excitation energy $\bar\omega=d^THd/(d\cdot d)$, which is $2$ in the example.

Q: What physics enters through the hypotheses?

A: The only condition on the matrix is `H.PosDef`: $H$ is symmetric and $x^THx>0$ for $x\neq0$. It stands for a reference state that lies strictly below every state in the span of the $\phi_i$, as a non-degenerate ground state does. It is assumed and not derived from a Hamiltonian. Symmetry gives $x^THy=y^THx$ for all vectors $x,y$. Mathlib stores it as `Hᴴ = H`, which for real entries is `Hᵀ = H`, and the lemma moves $H$ across the dot product as a transpose.

```lean
omit [DecidableEq n] in
/-- The bilinear form `xᵀ H y` of a real positive definite matrix is symmetric. -/
theorem form_symm {H : Matrix n n ℝ} (hH : H.PosDef) (x y : n → ℝ) :
    x ⬝ᵥ H *ᵥ y = y ⬝ᵥ H *ᵥ x := by
  have hT : Hᵀ = H := by
    have h : Hᴴ = H := hH.1
    rwa [conjTranspose_eq_transpose_of_trivial] at h
  rw [dotProduct_mulVec, ← mulVec_transpose, hT, dotProduct_comm]
```

Positivity makes $H$ invertible, here through `IsUnit H.det`, so that $Hr=HH^{-1}d=d$.

```lean
/-- For positive definite `H` the response vector `r = H⁻¹ d` solves the linear response equation `H
r = d`. -/
theorem mulVec_response {H : Matrix n n ℝ} (hH : H.PosDef) (d : n → ℝ) :
    H *ᵥ response H d = d := by
  have hdet : IsUnit H.det := (Matrix.isUnit_iff_isUnit_det H).mp hH.isUnit
  rw [response, mulVec_mulVec, mul_nonsing_inv H hdet, one_mulVec]
```

Q: Then complete the square for matrices, where the cross terms could differ.

A: Expand
$$(x-r)^TH(x-r)=x^THx-x^THr-r^THx+r^THr .$$
From $Hr=d$ follow $x^THr=d\cdot x$ and $r^THr=d\cdot r=\alpha/2$. Symmetry turns the other cross term into $r^THx=x^THr=d\cdot x$. Doubling gives
$$2(x-r)^TH(x-r)=2x^THx-4\,d\cdot x+\alpha=\alpha-J(x).$$
In the proof `h1` is the symmetric cross term, `simp only [sub_dotProduct, dotProduct_sub]` is the expansion, and `linarith` adds the terms.

```lean
/-- For positive definite `H` the polarisability minus the Hylleraas functional at `x` equals `2 (x
- r)ᵀ H (x - r)`, where `r = H⁻¹ d`. -/
theorem hylleraas_gap {H : Matrix n n ℝ} (hH : H.PosDef) (d x : n → ℝ) :
    polarisability H d - hylleraas H d x
      = 2 * ((x - response H d) ⬝ᵥ H *ᵥ (x - response H d)) := by
  have hr := mulVec_response hH d
  have h0 : polarisability H d = 2 * (d ⬝ᵥ response H d) := rfl
  -- the cross term `rᵀ H x` equals `xᵀ d` by symmetry
  have h1 := form_symm hH (response H d) x
  rw [hr] at h1
  have h2 := dotProduct_comm x d
  have h3 := dotProduct_comm (response H d) d
  rw [mulVec_sub, hr, h0, hylleraas]
  simp only [sub_dotProduct, dotProduct_sub]
  linarith
```

Q: Does the main theorem say "maximum", or only "upper bound"?

A: `IsGreatest (Set.range (hylleraas H d)) (polarisability H d)` says that $\alpha$ is one of the values of $J$ and that no value exceeds it. The second part says that $J(x)=\alpha$ holds exactly when $x=r$. Nothing is required of $d$; for $d=0$ one has $r=0$ and $\alpha=0$. The proof has two cases. For $x\ne r$ the vector $x-r$ is nonzero, so the gap is positive (`hlt`). For $x=r$ the gap vanishes (`heq`). The remaining lines sort these two facts into the four claims.

```lean
/-- Hylleraas principle: for positive definite `H` the polarisability is the maximum of the
Hylleraas functional, and it is attained exactly at `x = H⁻¹ d`. -/
theorem hylleraas_principle {H : Matrix n n ℝ} (hH : H.PosDef) (d : n → ℝ) :
    IsGreatest (Set.range (hylleraas H d)) (polarisability H d) ∧
      ∀ x, hylleraas H d x = polarisability H d ↔ x = response H d := by
  -- away from the response vector the gap is strictly positive
  have hlt : ∀ x, x ≠ response H d → hylleraas H d x < polarisability H d := by
    intro x hx
    have hpos := hH.dotProduct_mulVec_pos (sub_ne_zero.mpr hx)
    rw [star_trivial] at hpos
    have hgap := hylleraas_gap hH d x
    linarith
  have heq : hylleraas H d (response H d) = polarisability H d := by
    have hgap := hylleraas_gap hH d (response H d)
    rw [sub_self (response H d), zero_dotProduct] at hgap
    linarith
  refine ⟨⟨⟨_, heq⟩, ?_⟩, fun x => ⟨fun h => ?_, fun h => ?_⟩⟩
  · rintro _ ⟨x, rfl⟩
    by_cases hx : x = response H d
    · rw [hx, heq]
    · exact (hlt x hx).le
  · by_contra hx
    exact (hlt x hx).ne h
  · rw [h, heq]
```

For a linear-response calculation in a finite real basis with positive definite $H$, an approximate solution $x$ of $Hx=d$ inserted into $J$ never overshoots the $\alpha$ of that basis, and the deficit is quadratic in $x-r$.

Q: And Kirkwood's expression follows from this?

A: Through a one-parameter family. Fix a direction $u\neq0$ and write $s=d\cdot u$ and $q=u^THu>0$. Then $J(tu)=4ts-2t^2q$ (`hpar`), and at $t=s/q$ this is $4s^2/q-2s^2/q=2s^2/q$ (`hopt`). For any $t$,
$$2s^2-q\,J(tu)=2s^2-4tqs+2t^2q^2=2(tq-s)^2\ge0,$$
which is the square handed to `nlinarith` after `le_div_iff₀` has cleared the denominator. Since $2s^2/q$ is a value of $J$, it is at most $\alpha$. Rescaling $u$ does not change $2s^2/q$, so $u$ need not be normalised.

```lean
/-- For positive definite `H` and a trial direction `u ≠ 0`, `uᵀ H u` is positive, and along `u` the
Hylleraas functional has the maximum `2 ⟨d, u⟩² / (uᵀ H u)`, reached at the amplitude `⟨d, u⟩ / (uᵀ
H u)`, and this value is a lower bound to the polarisability. -/
theorem trial_direction_bound {H : Matrix n n ℝ} (hH : H.PosDef) (d : n → ℝ) {u : n → ℝ}
    (hu : u ≠ 0) :
    0 < u ⬝ᵥ H *ᵥ u ∧
      hylleraas H d (((d ⬝ᵥ u) / (u ⬝ᵥ H *ᵥ u)) • u) = 2 * (d ⬝ᵥ u) ^ 2 / (u ⬝ᵥ H *ᵥ u) ∧
      (∀ t : ℝ, hylleraas H d (t • u) ≤ 2 * (d ⬝ᵥ u) ^ 2 / (u ⬝ᵥ H *ᵥ u)) ∧
      2 * (d ⬝ᵥ u) ^ 2 / (u ⬝ᵥ H *ᵥ u) ≤ polarisability H d := by
  have hq := hH.dotProduct_mulVec_pos hu
  rw [star_trivial] at hq
  have hq' := hq.ne'
  -- the functional is a parabola in the amplitude
  have hpar : ∀ t : ℝ, hylleraas H d (t • u)
      = 4 * t * (d ⬝ᵥ u) - 2 * t ^ 2 * (u ⬝ᵥ H *ᵥ u) := by
    intro t
    simp only [hylleraas, mulVec_smul, dotProduct_smul, smul_dotProduct, smul_eq_mul]
    ring
  have hopt : hylleraas H d (((d ⬝ᵥ u) / (u ⬝ᵥ H *ᵥ u)) • u)
      = 2 * (d ⬝ᵥ u) ^ 2 / (u ⬝ᵥ H *ᵥ u) := by
    rw [hpar]
    field_simp
    ring
  refine ⟨hq, hopt, fun t => ?_, ?_⟩
  · rw [hpar, le_div_iff₀ hq]
    nlinarith [sq_nonneg (t * (u ⬝ᵥ H *ᵥ u) - d ⬝ᵥ u)]
  · rw [← hopt]
    exact (hylleraas_principle hH d).1.2 ⟨_, rfl⟩
```

The choice $u=d$ gives $s=d\cdot d$ and $q=d^THd$, hence $K\le\alpha$. Physically the trial first-order state is proportional to the projection of $\hat\mu|0\rangle$ on the excited space. Lean evaluates division by zero as zero, so the theorem also states $d^THd>0$, which needs $d\neq0$ and shows that $K$ is a true quotient.

```lean
/-- Kirkwood's bound: for positive definite `H` and `d ≠ 0` the denominator `dᵀ H d` is positive and
`α ≥ 2 ‖d‖⁴ / (dᵀ H d)`. -/
theorem kirkwood_bound {H : Matrix n n ℝ} (hH : H.PosDef) {d : n → ℝ} (hd : d ≠ 0) :
    0 < d ⬝ᵥ H *ᵥ d ∧ kirkwood H d ≤ polarisability H d :=
  ⟨(trial_direction_bound hH d hd).1, (trial_direction_bound hH d hd).2.2.2⟩
```

Q: This is where I doubt that the name is earned. I expect a bound in terms of ground-state quantities.

A: That form needs two further identifications. For a complete set of states $d\cdot d$ is the dipole variance $\langle\hat\mu^2\rangle-\langle\hat\mu\rangle^2$, and $d^THd=\sum_k\omega_kd_k^2$ is the energy-weighted sum, which the oscillator-strength sum rule fixes by the number of electrons if they are non-relativistic, the nuclei are held fixed and the potential energy depends on positions only. The file has neither completeness nor the sum rule, and $K$ remains a ratio of two finite sums. The $\alpha$ in every theorem is that of the chosen finite space, with no continuum and no comparison to the exact value. It is a static, diagonal component with real matrix elements; frequency dependence, off-diagonal tensor components and complex $H$ are not treated.

Q: When is the estimate exact?

A: For $d\neq0$, exactly when $Hd=\omega d$ for some real $\omega$, that is, when all the transition strength sits at one excitation energy. With a single excited state this always holds. Put $t=d\cdot d/(d^THd)$. Since $K=J(td)$, uniqueness of the maximiser turns $K=\alpha$ into $td=r$, which is the first `rw`. If $td=r$, applying $H$ gives $t\,Hd=d$. Then $t\neq0$ because $d\ne0$, and $\omega=t^{-1}$ serves. Conversely, $Hd=\omega d$ gives $\omega r=d$ on applying $H^{-1}$ (`h2`) and $d^THd=\omega\,d\cdot d$ (`h3`). Hence $t\omega=1$ (`h4`) and $td=t\omega r=r$.

```lean
/-- For positive definite `H` and `d ≠ 0`, Kirkwood's estimate equals the polarisability exactly
when the transition vector is an eigenvector of the excitation matrix. -/
theorem kirkwood_eq_iff {H : Matrix n n ℝ} (hH : H.PosDef) {d : n → ℝ} (hd : d ≠ 0) :
    kirkwood H d = polarisability H d ↔ ∃ ω : ℝ, H *ᵥ d = ω • d := by
  obtain ⟨hq, hopt, -, -⟩ := trial_direction_bound hH d hd
  -- equality means that the optimally scaled `d` is the unique maximiser
  rw [kirkwood, ← hopt, (hylleraas_principle hH d).2]
  obtain ⟨t, ht⟩ : ∃ t : ℝ, t = (d ⬝ᵥ d) / (d ⬝ᵥ H *ᵥ d) := ⟨_, rfl⟩
  rw [← ht]
  constructor
  · intro h
    have h1 : t • (H *ᵥ d) = d := by
      rw [← mulVec_smul, h, mulVec_response hH]
    have ht0 : t ≠ 0 := by
      intro h0
      rw [h0, zero_smul] at h1
      exact hd h1.symm
    exact ⟨t⁻¹, (eq_inv_smul_iff₀ ht0).mpr h1⟩
  · rintro ⟨ω, hω⟩
    have hdet : IsUnit H.det := (Matrix.isUnit_iff_isUnit_det H).mp hH.isUnit
    have h1 : H⁻¹ *ᵥ (H *ᵥ d) = d := by
      rw [mulVec_mulVec, nonsing_inv_mul H hdet, one_mulVec]
    rw [hω, mulVec_smul] at h1
    have h2 : ω • response H d = d := h1
    have h3 : d ⬝ᵥ H *ᵥ d = ω * (d ⬝ᵥ d) := by
      rw [hω, dotProduct_smul, smul_eq_mul]
    have h4 : t * ω = 1 := by
      rw [ht, div_mul_eq_mul_div, div_eq_one_iff_eq hq.ne', h3]
      ring
    calc t • d = t • (ω • response H d) := by rw [h2]
      _ = response H d := by rw [smul_smul, h4, one_smul]
```

Q: Does stiffer mean less polarisable in this setting?

A: At fixed $d$, stiffening never raises $\alpha$, though it may leave it unchanged. Let $H'$ be positive definite with $x^THx\le x^TH'x$ for all $x$, and let $r'$, $J'$, $\alpha'$ belong to $H'$. Then $\alpha'=J'(r')\le J(r')\le\alpha$. The three relations are `h1`, `h3` and `h2`. The same $d$ is used on both sides, whereas a change of the physical system would generally change $d$ as well.

```lean
/-- For positive definite `H` and `H'`: if the quadratic form of `H'` is everywhere at least that of
`H`, the polarisability computed with `H'` is at most the one computed with `H`. -/
theorem polarisability_antitone {H H' : Matrix n n ℝ} (hH : H.PosDef) (hH' : H'.PosDef)
    (hle : ∀ x : n → ℝ, x ⬝ᵥ H *ᵥ x ≤ x ⬝ᵥ H' *ᵥ x) (d : n → ℝ) :
    polarisability H' d ≤ polarisability H d := by
  -- use the response vector of `H'` as a trial vector for `H`
  have h1 := ((hylleraas_principle hH' d).2 (response H' d)).mpr rfl
  have h2 : hylleraas H d (response H' d) ≤ polarisability H d :=
    (hylleraas_principle hH d).1.2 ⟨_, rfl⟩
  have h3 := hle (response H' d)
  unfold hylleraas at h1 h2
  linarith
```

Q: What happens without positivity, say for an excited reference state?

A: Take $H=\mathrm{diag}(2,-1)$, which is symmetric and invertible and has one state below the reference, with $d=(1,1)$. Then $2\,d^TH^{-1}d=2(\tfrac12-1)=-1$. Along $x=(0,y)$ one finds $J=4y+2y^2$, which is unbounded above, so $r=(\tfrac12,-1)$ is a saddle point. Here $d^THd=1$ is still positive and $K=2\cdot2^2/1=8>-1$, so the bound fails although its denominator looks harmless. This counter-example is plain arithmetic and has no theorem in the file.

Q: And the two-state numbers you began with?

A: Those are checked. Positivity follows from $x^THx=x_0^2+x_1^2+(x_0+x_1)^2$, with a case split on whether $x_0$ vanishes. The estimate is $K=2\cdot1^2/2=1$. The inverse $\tfrac13\begin{pmatrix}2&-1\\-1&2\end{pmatrix}$ is confirmed by multiplying out (`inv_eq_right_inv`), and $\alpha$ is twice its entry in row $0$, column $0$, namely $4/3$. The inequality $K\le\alpha$ is thus strict for this pair, where $Hd=(2,1)$ is not parallel to $d$.

```lean
/-- Two coupled excitations: `H = [[2, 1], [1, 2]]` is positive definite, and for `d = (1, 0)`
Kirkwood's estimate is `1` while the polarisability is `4 / 3`. -/
theorem kirkwood_strict_witness :
    (!![2, 1; 1, 2] : Matrix (Fin 2) (Fin 2) ℝ).PosDef ∧
      kirkwood (!![2, 1; 1, 2] : Matrix (Fin 2) (Fin 2) ℝ) ![1, 0] = 1 ∧
      polarisability (!![2, 1; 1, 2] : Matrix (Fin 2) (Fin 2) ℝ) ![1, 0] = 4 / 3 := by
  refine ⟨?_, ?_, ?_⟩
  · rw [posDef_iff_dotProduct_mulVec]
    constructor
    · ext i j
      fin_cases i <;> fin_cases j <;> simp [conjTranspose_apply]
    · intro x hx
      have h : star x ⬝ᵥ (!![2, 1; 1, 2] : Matrix (Fin 2) (Fin 2) ℝ) *ᵥ x
          = x 0 ^ 2 + x 1 ^ 2 + (x 0 + x 1) ^ 2 := by
        simp [mulVec, dotProduct, Fin.sum_univ_two]
        ring
      rw [h]
      by_cases h0 : x 0 = 0
      · have h1 : x 1 ≠ 0 := fun h1 => hx (by ext i; fin_cases i <;> simp [h0, h1])
        have : 0 < x 1 ^ 2 := by positivity
        linarith [sq_nonneg (x 0), sq_nonneg (x 0 + x 1)]
      · have : 0 < x 0 ^ 2 := by positivity
        linarith [sq_nonneg (x 1), sq_nonneg (x 0 + x 1)]
  · norm_num [kirkwood, mulVec, dotProduct, Fin.sum_univ_two]
  · have hinv : (!![2, 1; 1, 2] : Matrix (Fin 2) (Fin 2) ℝ)⁻¹
        = !![2 / 3, -1 / 3; -1 / 3, 2 / 3] := by
      apply inv_eq_right_inv
      ext i j
      fin_cases i <;> fin_cases j <;> simp [Matrix.mul_apply, Fin.sum_univ_two] <;> norm_num
    rw [polarisability, hinv]
    norm_num [mulVec, dotProduct, Fin.sum_univ_two]

end

end HylleraasKirkwood
```

```lean
#print axioms HylleraasKirkwood.hylleraas_principle
#print axioms HylleraasKirkwood.kirkwood_bound
#print axioms HylleraasKirkwood.kirkwood_eq_iff
#print axioms HylleraasKirkwood.polarisability_antitone
```

```
'HylleraasKirkwood.hylleraas_principle' depends on axioms: [propext, Classical.choice, Quot.sound]
'HylleraasKirkwood.kirkwood_bound' depends on axioms: [propext, Classical.choice, Quot.sound]
'HylleraasKirkwood.kirkwood_eq_iff' depends on axioms: [propext, Classical.choice, Quot.sound]
'HylleraasKirkwood.polarisability_antitone' depends on axioms: [propext, Classical.choice, Quot.sound]
```
